# With no truncation, the coupled-cluster lambda equations are a left eigenvalue equation

Q: Take two determinants, $e_0$ and $e_1$, with zero diagonal energies and coupling $1$. What do the lambda equations say there, and where does an eigenvector come in?

A: The Hamiltonian and the excitation operator are
$$H=\begin{pmatrix}0&1\\1&0\end{pmatrix},\qquad \tau_1=\begin{pmatrix}0&0\\1&0\end{pmatrix},\qquad \tau_1e_0=e_1 .$$
Put $T=t_1\tau_1$. Since $T^2=0$, $\exp(\pm T)=1\pm T$, and the transformed Hamiltonian is
$$\bar H=(1-T)H(1+T)=\begin{pmatrix}t_1&1\\1-t_1^2&-t_1\end{pmatrix}.$$
The amplitude equation is $1-t_1^2=0$. Choose $t_1=-1$, which gives the energy $E=-1$. With the row vector $l=(1,l_1)$, where $l_1$ is the multiplier, the Lagrangian is
$$L(t_1)=l\bar He_0=t_1+l_1(1-t_1^2).$$
Its derivative at $t_1=-1$ is $1+2l_1$. The lambda equation sets this derivative to zero, so $l_1=-1/2$. The equation $l\bar H=-l$ reads $(-1,\,1+l_1)=(-1,\,-l_1)$, which also requires $l_1=-1/2$.

Q: Two equations for one number could agree by accident. What is the general argument?

A: Let $o$ label the reference, and let a matrix $M$ satisfy $Me_o=Ee_o$. If $\tau_me_o=e_m$, then
$$l[M,\tau_m]e_o=lM\tau_me_o-l\tau_mMe_o=(lM)_m-E\,l_m .$$
The lambda equations are $l[M,\tau_m]e_o=0$ for all $m\ne o$, with $M=\bar H$ in coupled-cluster theory. They therefore state every component of $lM=El$ except the one at $o$. That one holds anyway, because $(lM)_o=lMe_o=E\,l_o$.

Q: Now the formal version. What are the determinants and operators in it?

A: Determinants are the elements of a finite type `n`, and operators are complex matrices over it.

```lean
import Mathlib

open Matrix
open NormedSpace (exp)
open scoped Matrix.Norms.Operator

namespace CoupledClusterLambda

noncomputable section

variable {n : Type*} [Fintype n] [DecidableEq n]
```

The vector $e_m$ is `ket m`.

```lean
/-- The basis vector of the determinant `m`. -/
def ket (m : n) : n → ℂ := Pi.single m 1
```

Q: Does the cluster operator include an amplitude for the reference?

A: No. It is $T(t)=\sum_{m\ne o}t_m\tau_m$. The vector `t` has an entry at `o`, but the sum ignores it.

```lean
/-- The cluster operator `T(t) = ∑ t_m τ_m`, summed over all determinants `m` except the
reference `o`. -/
def cluster (τ : n → Matrix n n ℂ) (o : n) (t : n → ℂ) : Matrix n n ℂ :=
  ∑ m ∈ Finset.univ.erase o, t m • τ m
```

The transformed Hamiltonian is $\bar H=\exp(-T)H\exp(T)$, with the full matrix exponential.

```lean
/-- The similarity-transformed Hamiltonian `exp(-T) H exp(T)`. -/
def hbar (H T : Matrix n n ℂ) : Matrix n n ℂ := exp (-T) * H * exp T
```

Q: The usual Lagrangian is the energy plus multipliers times amplitude residuals. Is that what you have?

A: Yes, once $l_o=1$. Expanding the product gives
$$l\bar He_o=l_o(\bar He_o)_o+\sum_{m\ne o}l_m(\bar He_o)_m .$$
The code leaves $l_o$ free. The product `⬝ᵥ` involves no complex conjugation, so the entries of the row vector $l$ are used as they stand.

```lean
/-- The coupled-cluster Lagrangian `l exp(-T(t)) H exp(T(t)) e_o` as a function of the amplitudes
`t`, with the multipliers collected in the row vector `l`. The usual Lagrangian has `l o = 1`, which
this definition does not impose. -/
def lagrangian (H : Matrix n n ℂ) (τ : n → Matrix n n ℂ) (o : n) (l t : n → ℂ) : ℂ :=
  l ⬝ᵥ (hbar H (cluster τ o t) *ᵥ ket o)
```

The left-hand side of a lambda equation has its own name.

```lean
/-- The left-hand side `l [M, A] e_o` of the lambda equation for the excitation `A`. -/
def lambdaResidual (M A : Matrix n n ℂ) (o : n) (l : n → ℂ) : ℂ :=
  l ⬝ᵥ ((M * A - A * M) *ᵥ ket o)
```

Q: Where is your commutator calculation?

A: In the next lemma. The rewriting splits the commutator, inserts the two hypotheses on $e_o$, and moves $M$ onto the row vector.

```lean
/-- If `M e_o = E e_o` and `A e_o = e_m`, the lambda residual of `A` is the component `m`
of `l M - E l`. -/
theorem lambdaResidual_eq {M A : Matrix n n ℂ} {o m : n} {E : ℂ} (l : n → ℂ)
    (hM : M *ᵥ ket o = E • ket o) (hA : A *ᵥ ket o = ket m) :
    lambdaResidual M A o l = (l ᵥ* M) m - E * l m := by
  unfold lambdaResidual
  rw [Matrix.sub_mulVec, ← Matrix.mulVec_mulVec, ← Matrix.mulVec_mulVec, hA, hM,
    Matrix.mulVec_smul, hA, dotProduct_sub, dotProduct_smul, Matrix.dotProduct_mulVec]
  simp [ket]
```

The equivalence follows. In the proof, `h0` is the reference component. The forward direction separates $m=o$ from $m\ne o$, and the reverse direction substitutes $lM=El$ into the residual.

```lean
/-- Let `M e_o = E e_o` and `τ_m e_o = e_m` for every `m ≠ o`. The lambda equations
`l [M, τ_m] e_o = 0` hold for all `m ≠ o` if and only if `l M = E l`. -/
theorem lambda_equations_iff {M : Matrix n n ℂ} {τ : n → Matrix n n ℂ} {o : n} {E : ℂ}
    (l : n → ℂ) (hM : M *ᵥ ket o = E • ket o) (hτ : ∀ m, m ≠ o → τ m *ᵥ ket o = ket m) :
    (∀ m, m ≠ o → lambdaResidual M (τ m) o l = 0) ↔ l ᵥ* M = E • l := by
  -- the reference component follows from the right eigenvalue equation
  have h0 : (l ᵥ* M) o = E * l o := by
    calc (l ᵥ* M) o = (l ᵥ* M) ⬝ᵥ ket o := by simp [ket]
      _ = l ⬝ᵥ (M *ᵥ ket o) := (Matrix.dotProduct_mulVec _ _ _).symm
      _ = E * l o := by
        rw [hM, dotProduct_smul, smul_eq_mul]
        simp [ket]
  constructor
  · intro h
    funext m
    rw [Pi.smul_apply, smul_eq_mul]
    by_cases hm : m = o
    · rw [hm, h0]
    · have h1 := h m hm
      rw [lambdaResidual_eq l hM (hτ m hm)] at h1
      exact sub_eq_zero.mp h1
  · intro h m hm
    rw [lambdaResidual_eq l hM (hτ m hm), h, Pi.smul_apply, smul_eq_mul, sub_self]
```

Q: Can I call $l$ a left eigenvector, then?

A: If it is nonzero. The theorem admits $l=0$, which satisfies both sides, and it does not say that a solution with $l_o=1$ exists. With only the reference determinant there are no lambda equations, and $lM=El$ holds for every $l$.

Q: So far $M$ is any matrix, and the commutator was put in by hand. I want to see it come out of the Lagrangian.

A: For that I assume that the excitation operators commute. This is a property of operators that only move electrons from a fixed occupied set to a fixed virtual set. If $A$ commutes with $T$, the exponentials factor:
$$\exp(-(T+A))\,H\exp(T+A)=\exp(-A)\,\bar H\exp(A).$$

```lean
/-- Adding to `T` an operator `A` that commutes with it transforms the Hamiltonian once more,
by `exp(A)`. -/
theorem hbar_add (H : Matrix n n ℂ) {T A : Matrix n n ℂ} (h : Commute T A) :
    hbar H (T + A) = exp (-A) * hbar H T * exp A := by
  have h1 : exp (T + A) = exp T * exp A := Matrix.exp_add_of_commute _ _ h
  have h2 : exp (-(T + A)) = exp (-A) * exp (-T) := by
    rw [neg_add_rev]
    exact Matrix.exp_add_of_commute _ _ h.symm.neg_left.neg_right
  simp only [hbar, h1, h2, mul_assoc]
```

Changing one amplitude by $s$ adds exactly $s\tau_m$ to $T$. The proof picks the single surviving term out of the sum.

```lean
/-- Shifting the amplitude of one excitation `m ≠ o` by `s` adds `s τ_m` to the cluster
operator. -/
theorem cluster_shift (τ : n → Matrix n n ℂ) {o m : n} (hm : m ≠ o) (t : n → ℂ) (s : ℂ) :
    cluster τ o (t + s • ket m) = cluster τ o t + s • τ m := by
  simp only [cluster, Pi.add_apply, Pi.smul_apply, smul_eq_mul, add_smul,
    Finset.sum_add_distrib]
  congr 1
  rw [Finset.sum_eq_single m]
  · simp [ket]
  · intro j _ hj
    simp [ket, hj]
  · intro h
    exact absurd (Finset.mem_erase.2 ⟨hm, Finset.mem_univ _⟩) h
```

Put $A=s\tau_m$, with $\bar H$ held at the original amplitudes $t$:
$$L(t+se_m)=l\exp(-s\tau_m)\,\bar H\exp(s\tau_m)e_o .$$
The product rule at $s=0$ gives
$$\frac{\partial L}{\partial t_m}=l(-\tau_m\bar H+\bar H\tau_m)e_o=l[\bar H,\tau_m]e_o .$$

Q: And the Lean proof does the same?

A: It does. `hexp` is the derivative of $\exp(sA)$ at zero, and the product rule combines the two exponentials. The linear map `φ` takes a matrix $X$ to $lXe_o$, so the chain rule carries the derivative over to the Lagrangian. `noncomm_ring` rearranges the result into a commutator, and the last lines identify the differentiated function with the shifted Lagrangian.

```lean
/-- For commuting excitation operators, the derivative of the Lagrangian with respect to the
amplitude `t_m`, `m ≠ o`, is `l [exp(-T) H exp(T), τ_m] e_o`. -/
theorem hasDerivAt_lagrangian (H : Matrix n n ℂ) {τ : n → Matrix n n ℂ} {o m : n}
    (hc : ∀ i j, i ≠ o → j ≠ o → Commute (τ i) (τ j)) (hm : m ≠ o) (l t : n → ℂ) :
    HasDerivAt (fun s : ℂ => lagrangian H τ o l (t + s • ket m))
      (lambdaResidual (hbar H (cluster τ o t)) (τ m) o l) 0 := by
  have hT : Commute (cluster τ o t) (τ m) :=
    Commute.sum_left _ _ _ fun i hi =>
      (hc i m (Finset.ne_of_mem_erase hi) hm).smul_left _
  have hexp : ∀ A : Matrix n n ℂ, HasDerivAt (fun s : ℂ => exp (s • A)) A 0 := by
    intro A
    have h := hasDerivAt_exp_smul_const A (0 : ℂ)
    rwa [zero_smul, NormedSpace.exp_zero, one_mul] at h
  -- the map `X ↦ l X e_o` is linear on a finite-dimensional space, hence differentiable
  let φ : Matrix n n ℂ →ₗ[ℂ] ℂ :=
    { toFun := fun X => l ⬝ᵥ (X *ᵥ ket o)
      map_add' := fun X Y => by rw [Matrix.add_mulVec, dotProduct_add]
      map_smul' := fun c X => by
        rw [Matrix.smul_mulVec, dotProduct_smul, RingHom.id_apply] }
  have h := ((hexp (-τ m)).mul_const (hbar H (cluster τ o t))).mul (hexp (τ m))
  have h3 := (LinearMap.toContinuousLinearMap φ).hasFDerivAt.comp_hasDerivAt (0 : ℂ) h
  refine (h3.congr_deriv ?_).congr_of_eventuallyEq (Filter.Eventually.of_forall ?_)
  · change l ⬝ᵥ ((-τ m * hbar H (cluster τ o t) * exp ((0 : ℂ) • τ m)
      + exp ((0 : ℂ) • (-τ m)) * hbar H (cluster τ o t) * τ m) *ᵥ ket o) = _
    simp only [zero_smul, NormedSpace.exp_zero]
    have e : -τ m * hbar H (cluster τ o t) * 1 + 1 * hbar H (cluster τ o t) * τ m
        = hbar H (cluster τ o t) * τ m - τ m * hbar H (cluster τ o t) := by noncomm_ring
    rw [e]
    rfl
  · intro s
    change lagrangian H τ o l (t + s • ket m) =
      l ⬝ᵥ ((exp (s • (-τ m)) * hbar H (cluster τ o t) * exp (s • τ m)) *ᵥ ket o)
    rw [lagrangian, cluster_shift τ hm, hbar_add H (hT.smul_right s), smul_neg]
```

Q: What exactly does "stationary" mean in the main theorem?

A: For each $m\ne o$, the function $s\mapsto L(t+se_m)$ has complex derivative $0$ at $s=0$. The amplitudes vary while $l$ stays fixed. The hypothesis `hE` is $\bar He_o=Ee_o$: its component at $o$ gives the energy, and the others are the amplitude equations.

```lean
/-- Let the excitation operators commute and create `e_m` from `e_o`, and let `t` solve the
amplitude equations with energy `E`. The Lagrangian is stationary in every amplitude if and
only if `l` is a solution of `l exp(-T) H exp(T) = E l`. -/
theorem lagrangian_stationary_iff {H : Matrix n n ℂ} {τ : n → Matrix n n ℂ} {o : n} {E : ℂ}
    {t : n → ℂ} (l : n → ℂ) (hc : ∀ i j, i ≠ o → j ≠ o → Commute (τ i) (τ j))
    (hτ : ∀ m, m ≠ o → τ m *ᵥ ket o = ket m)
    (hE : hbar H (cluster τ o t) *ᵥ ket o = E • ket o) :
    (∀ m, m ≠ o → HasDerivAt (fun s : ℂ => lagrangian H τ o l (t + s • ket m)) 0 0) ↔
      l ᵥ* hbar H (cluster τ o t) = E • l := by
  rw [← lambda_equations_iff l hE hτ]
  constructor
  · intro h m hm
    exact (hasDerivAt_lagrangian H hc hm l t).unique (h m hm)
  · intro h m hm
    exact (hasDerivAt_lagrangian H hc hm l t).congr_deriv (h m hm)
```

The proof first replaces the left equation by the lambda equations. If the Lagrangian is stationary, its derivative is both $0$ and the lambda residual, and uniqueness of derivatives makes them equal. Conversely, a vanishing residual turns the computed derivative into zero.

Q: My production code runs singles and doubles. Does this apply?

A: Not as stated. `hE` requires the residual to vanish on every determinant other than the reference, and a truncated solution generally leaves residuals on the higher excitations. The singles and doubles lambda equations are still a left eigenvalue equation, but for the block of $\bar H$ over the reference, singles and doubles: $\tau_m$ takes the leftover residuals to still higher excitations or to zero, and $l$ has no entries there. That case is not formalised here. The multipliers enter coupled-cluster gradients and response densities, and the theorem identifies them with a left eigenvalue problem for untruncated coupled cluster in a finite determinant basis. It also takes a solution $t$ as given and does not show that one exists.

Q: $\bar H$ is not Hermitian in general. What has its left vector to do with the physical state?

A: Multiply by $\exp(-T)$ on the right. Since $\bar H\exp(-T)=\exp(-T)H$, the equation $l\bar H=El$ becomes
$$(l\exp(-T))H=E\,(l\exp(-T)).$$
Multiplying by $\exp(T)$ goes back. When $H$ is Hermitian and $E$ is real, the adjoint of a nonzero $l\exp(-T)$ is an ordinary eigenket of $H$.

```lean
/-- The row vector `l` satisfies `l exp(-T) H exp(T) = E l` if and only if `l exp(-T)`
satisfies the left eigenvalue equation of the bare Hamiltonian `H` with the same `E`. -/
theorem left_eigen_bare_iff (H T : Matrix n n ℂ) (E : ℂ) (l : n → ℂ) :
    l ᵥ* hbar H T = E • l ↔ (l ᵥ* exp (-T)) ᵥ* H = E • (l ᵥ* exp (-T)) := by
  have e1 : exp T * exp (-T) = 1 := by
    rw [← Matrix.exp_add_of_commute _ _ (Commute.refl T).neg_right, add_neg_cancel,
      NormedSpace.exp_zero]
  have e2 : exp (-T) * exp T = 1 := mul_eq_one_comm.mp e1
  constructor
  · intro h
    calc (l ᵥ* exp (-T)) ᵥ* H = (l ᵥ* hbar H T) ᵥ* exp (-T) := by
          simp only [hbar, Matrix.vecMul_vecMul, mul_assoc, e1, mul_one]
      _ = E • (l ᵥ* exp (-T)) := by rw [h, Matrix.smul_vecMul]
  · intro h
    calc l ᵥ* hbar H T = ((l ᵥ* exp (-T)) ᵥ* H) ᵥ* exp T := by
          simp only [hbar, Matrix.vecMul_vecMul, mul_assoc]
      _ = E • l := by
          rw [h, Matrix.smul_vecMul, Matrix.vecMul_vecMul, e2, Matrix.vecMul_one]
```

The facts `e1` and `e2` say that the two exponentials are inverse to each other, and each `calc` block is one direction of the argument. Neither the amplitude equations nor Hermiticity is needed for this equivalence.

Q: Do the hypotheses of the main theorem ever hold all at once, outside a trivial case?

A: They do in the two-level model we began with. The proof evaluates its exponentials from the power series: when $T^2=0$, every term from the second power onward vanishes.

```lean
/-- For a square matrix `T` with `T² = 0`, the exponential is `1 + T`. -/
theorem exp_of_sq_zero {T : Matrix n n ℂ} (hT : T * T = 0) : exp T = 1 + T := by
  have h := congrFun (NormedSpace.exp_eq_tsum ℂ (𝔸 := Matrix n n ℂ)) T
  rw [h, tsum_eq_sum (s := Finset.range 2)]
  · simp [Finset.sum_range_succ]
  · intro k hk
    have h1 : ¬ k < 2 := fun h => hk (Finset.mem_range.mpr h)
    have h2 : 2 ≤ k := by omega
    obtain ⟨j, rfl⟩ := Nat.exists_eq_add_of_le h2
    rw [pow_add, pow_two, hT, zero_mul, smul_zero]
```

The excitation matrix is assigned to both indices, but the entry for the reference, here `0`, is never used.

```lean
/-- The family of excitation operators for a two-level system. Both indices are assigned the same
matrix, which takes `e_0` to `e_1`. -/
def raise : Fin 2 → Matrix (Fin 2) (Fin 2) ℂ := fun _ => !![0, 0; 1, 0]
```

The final theorem checks commutation, the action on the reference, the amplitude equation and the left equation. The proof finds $T$, uses $T^2=0$ to obtain
$$\bar H=\begin{pmatrix}-1&1\\0&1\end{pmatrix},$$
and verifies the two eigenvalue equations entry by entry.

```lean
/-- Away from the reference index `0`, the operators `raise` commute and create `e_m` from `e_0`.
For the two-level Hamiltonian with zero diagonal and coupling `1`, the amplitude `-1` solves the
amplitude equations with `E = -1`, and `l = (1, -1/2)` solves the left equation. -/
theorem lagrangian_stationary_witness :
    (∀ i j, i ≠ 0 → j ≠ 0 → Commute (raise i) (raise j)) ∧
    (∀ m, m ≠ 0 → raise m *ᵥ ket 0 = ket m) ∧
    hbar !![0, 1; 1, 0] (cluster raise 0 ![0, -1]) *ᵥ ket 0 = (-1 : ℂ) • ket 0 ∧
    ![1, -1 / 2] ᵥ* hbar !![0, 1; 1, 0] (cluster raise 0 ![0, -1])
      = (-1 : ℂ) • ![1, -1 / 2] := by
  have hs : Finset.univ.erase (0 : Fin 2) = {1} := by decide
  have hT : cluster raise 0 ![0, -1] = !![0, 0; -1, 0] := by
    rw [cluster, hs, Finset.sum_singleton]
    ext i j
    fin_cases i <;> fin_cases j <;> simp [raise]
  have hsq : (!![0, 0; -1, 0] : Matrix (Fin 2) (Fin 2) ℂ) * !![0, 0; -1, 0] = 0 := by
    ext i j
    fin_cases i <;> fin_cases j <;> simp [Matrix.mul_apply, Fin.sum_univ_succ]
  -- both exponential series stop after the linear term
  have hB : hbar !![0, 1; 1, 0] (cluster raise 0 ![0, -1]) = !![-1, 1; 0, 1] := by
    rw [hbar, hT, exp_of_sq_zero hsq, exp_of_sq_zero (by rw [neg_mul_neg, hsq]),
      Matrix.one_fin_two]
    ext i j
    fin_cases i <;> fin_cases j <;>
      norm_num [Matrix.mul_apply, Fin.sum_univ_two]
  rw [hB]
  refine ⟨fun i j _ _ => Commute.refl _, ?_, ?_, ?_⟩
  · intro m hm
    have h1 : m = 1 := by omega
    subst h1
    ext i
    fin_cases i <;> simp [raise, ket, Matrix.mulVec, dotProduct, Fin.sum_univ_succ]
  · ext i
    fin_cases i <;> simp [ket, Matrix.mulVec, dotProduct, Fin.sum_univ_succ]
  · ext i
    fin_cases i <;> norm_num [Matrix.vecMul, dotProduct, Fin.sum_univ_succ]

end

end CoupledClusterLambda
```

```lean
#print axioms CoupledClusterLambda.lagrangian_stationary_iff
#print axioms CoupledClusterLambda.left_eigen_bare_iff
```

```
'CoupledClusterLambda.lagrangian_stationary_iff' depends on axioms: [propext, Classical.choice, Quot.sound]
'CoupledClusterLambda.left_eigen_bare_iff' depends on axioms: [propext, Classical.choice, Quot.sound]
```

Q: That last statement has no derivative in it.

A: It supplies the hypotheses and the right-hand side of `lagrangian_stationary_iff`, which then gives stationarity. This agrees with $1+2l_1=0$ at $l_1=-1/2$.

Q: And the physical state in this example?

A: The ket is $\exp(T)e_0=(1,-1)^{\mathsf T}$, or $(1,-1)^{\mathsf T}/\sqrt2$ when normalised. The left vector is $l\exp(-T)=(1/2,-1/2)$, which normalises to $(1,-1)/\sqrt2$, the adjoint of the same state. Before normalisation the two have overlap $1$, because the exponentials cancel and leave $le_0=1$.
